# Action of the orbital ladder operators and l_z on the spin-orbitals of a p shell

For one electron in a p shell, with m = 1, 0, −1 and spin up or down, the lemma says how l₊, l₋ and l_z act on each of the six basis states. The ladder operators move m by one step with factor √2, or give zero at the end of the shell, and l_z multiplies the state by m; the spin is unchanged. The operators are 6 × 6 complex matrices defined by their elements, in units of ħ, and the states are the standard unit vectors. The proof first shows, as `col`, that a matrix applied to a basis state gives the corresponding column, then checks the nine equations entry by entry with `norm_num`.

In Lean, a first try:

```lean
import Mathlib

open Matrix

namespace OrbitalAction

noncomputable section

/-- Spin-orbitals of a p shell: the first index 0, 1, 2 stands for m = 1, 0, -1,
the second index 0, 1 for spin up, down. -/
abbrev SpinOrbital := Fin 3 × Fin 2

/-- The number √2, as a complex number. -/
def rt2 : ℂ := ((Real.sqrt 2 : ℝ) : ℂ)

/-- The one-electron state that occupies the spin-orbital `x`. -/
def ket (x : SpinOrbital) : SpinOrbital → ℂ := fun y => if y = x then 1 else 0

/-- One-electron orbital raising operator, with matrix elements √2 between neighbouring m. -/
def lPlus : Matrix SpinOrbital SpinOrbital ℂ :=
  fun x y => if x.1.val + 1 = y.1.val ∧ x.2 = y.2 then rt2 else 0

/-- One-electron orbital lowering operator. -/
def lMinus : Matrix SpinOrbital SpinOrbital ℂ :=
  fun x y => if y.1.val + 1 = x.1.val ∧ x.2 = y.2 then rt2 else 0

/-- One-electron operator of the z component of orbital angular momentum. -/
def lZ : Matrix SpinOrbital SpinOrbital ℂ :=
  fun x y => if x = y then 1 - (x.1.val : ℂ) else 0

/-- Action of the orbital operators l₊, l₋ and l_z on the p spin-orbitals. -/
theorem orbital_action (s : Fin 2) :
    lPlus *ᵥ ket (0, s) = 0 ∧ lPlus *ᵥ ket (1, s) = rt2 • ket (0, s) ∧
    lPlus *ᵥ ket (2, s) = rt2 • ket (1, s) ∧ lMinus *ᵥ ket (0, s) = rt2 • ket (1, s) ∧
    lMinus *ᵥ ket (1, s) = rt2 • ket (2, s) ∧ lMinus *ᵥ ket (2, s) = 0 ∧
    lZ *ᵥ ket (0, s) = (1 : ℂ) • ket (0, s) ∧ lZ *ᵥ ket (1, s) = 0 ∧
    lZ *ᵥ ket (2, s) = (-1 : ℂ) • ket (2, s) := by
  have col : ∀ (T : Matrix SpinOrbital SpinOrbital ℂ) x, T *ᵥ ket x = fun y => T y x := by
    intro T x
    ext y
    simp [Matrix.mulVec, dotProduct, ket]
  simp only [col]
  refine ⟨?_, ?_, ?_, ?_, ?_, ?_, ?_, ?_, ?_⟩ <;> ext ⟨j, t⟩ <;> fin_cases j <;>
    fin_cases s <;> fin_cases t <;> norm_num [lPlus, lMinus, lZ, ket]

end

end OrbitalAction
```

The error:

```
Main.lean:37:48: error: unsolved goals
case refine_5.«0».«0».«0»
col : ∀ (T : Matrix SpinOrbital SpinOrbital ℂ) (x : SpinOrbital), T *ᵥ ket x = fun y => T y x
⊢ 0 = 2 → 0 = rt2

case refine_5.«0».«1».«1»
col : ∀ (T : Matrix SpinOrbital SpinOrbital ℂ) (x : SpinOrbital), T *ᵥ ket x = fun y => T y x
⊢ 0 = 2 → 0 = rt2

case refine_5.«1».«0».«0»
col : ∀ (T : Matrix SpinOrbital SpinOrbital ℂ) (x : SpinOrbital), T *ᵥ ket x = fun y => T y x
⊢ 1 = 2 → 0 = rt2

case refine_5.«1».«1».«1»
col : ∀ (T : Matrix SpinOrbital SpinOrbital ℂ) (x : SpinOrbital), T *ᵥ ket x = fun y => T y x
⊢ 1 = 2 → 0 = rt2

case refine_5.«2».«0».«0»
col : ∀ (T : Matrix SpinOrbital SpinOrbital ℂ) (x : SpinOrbital), T *ᵥ ket x = fun y => T y x
⊢ ¬⟨2, ⋯⟩ = 2 → rt2 = 0

case refine_5.«2».«1».«1»
col : ∀ (T : Matrix SpinOrbital SpinOrbital ℂ) (x : SpinOrbital), T *ᵥ ket x = fun y => T y x
⊢ ¬⟨2, ⋯⟩ = 2 → rt2 = 0

case refine_9.«0».«0».«0»
col : ∀ (T : Matrix SpinOrbital SpinOrbital ℂ) (x : SpinOrbital), T *ᵥ ket x = fun y => T y x
⊢ (if 0 = 2 then 1 else 0) = if 0 = 2 then -1 else 0

case refine_9.«0».«1».«1»
col : ∀ (T : Matrix SpinOrbital SpinOrbital ℂ) (x : SpinOrbital), T *ᵥ ket x = fun y => T y x
⊢ (if 0 = 2 then 1 else 0) = if 0 = 2 then -1 else 0

case refine_9.«1».«0».«0»
col : ∀ (T : Matrix SpinOrbital SpinOrbital ℂ) (x : SpinOrbital), T *ᵥ ket x = fun y => T y x
⊢ ¬1 = 2

case refine_9.«1».«1».«1»
col : ∀ (T : Matrix SpinOrbital SpinOrbital ℂ) (x : SpinOrbital), T *ᵥ ket x = fun y => T y x
⊢ ¬1 = 2
```

Diagnosis. The error lists ten goals that `norm_num` left open, six from the fifth equation (l₋ on m = 0) and four from the ninth (l_z on m = −1). All ten are true, and each depends on whether an orbital index equals 2. The indices lie in `Fin 3`, where 0 = 2 and 1 = 2 are false and `⟨2, ⋯⟩ = 2` is true, but `norm_num` with the given lemmas did not decide these equalities in the form they had. So implications with a false premise, such as `0 = 2 → 0 = rt2`, and `if` expressions with an undecided condition remained.

The repair adds `Fin.ext_iff`, which says that two elements of `Fin n` are equal exactly when their values are equal as natural numbers. With it, `norm_num` turns the index comparisons into comparisons of natural numbers, which it can decide, and the remaining goals close.

After these edits no error is left:

```diff
@@ -42,5 +42,5 @@
   simp only [col]
   refine ⟨?_, ?_, ?_, ?_, ?_, ?_, ?_, ?_, ?_⟩ <;> ext ⟨j, t⟩ <;> fin_cases j <;>
-    fin_cases s <;> fin_cases t <;> norm_num [lPlus, lMinus, lZ, ket]
+    fin_cases s <;> fin_cases t <;> norm_num [lPlus, lMinus, lZ, ket, Fin.ext_iff]
 
 end
```
